# A central dip in a two-Gaussian magnetic Compton profile needs no negative value

A "central dip" can be read in two ways: as positive curvature at zero momentum, or as a value at zero momentum lower than all values nearby. The two readings can differ when the curvature vanishes. The second is used here, because it describes the shape of the profile around its centre even where the curvature vanishes.

```lean
import Mathlib

open Real Set Filter Topology

namespace MagneticCompton

noncomputable section
```

## A broad profile minus a narrow one

A magnetic Compton profile is the difference between the momentum distributions of the two spin directions, projected on the scattering vector. Let $y$ be the projected momentum. The model is

$$J(y)=\frac{a}{d}\,e^{-y^2/(2d^2)}-\frac{b}{s}\,e^{-y^2/(2s^2)},\qquad a,b>0,\quad 0<s<d.$$

The first term, of width $d$, stands for electrons in orbitals such as the 3d orbitals of a transition metal, which are localised in space and therefore broad in momentum. The second stands for more extended electrons with the opposite spin polarisation. Each weight is proportional to an area: the first term integrates to $\sqrt{2\pi}\,a$ and the second, with its sign, to $-\sqrt{2\pi}\,b$. Real orbital profiles are not Gaussian, so the thresholds below belong to this four-parameter form.

In Lean, $J$ is `profile a b d s`, a function of a real momentum. The definition carries no sign conditions; they appear as hypotheses of the theorems.

```lean
/-- Magnetic Compton profile at momentum `y`: a Gaussian of weight `a` and width `d` minus an
opposite-spin Gaussian of weight `b` and width `s`, for positive widths. -/
def profile (a b d s y : ℝ) : ℝ :=
  a / d * exp (-y ^ 2 / (2 * d ^ 2)) - b / s * exp (-y ^ 2 / (2 * s ^ 2))
```

A central dip means that there is a $\delta>0$ with $J(0)<J(y)$ whenever $0<|y|<\delta$. Lean writes this with the filter `𝓝[≠] (0 : ℝ)`, the neighbourhoods of zero with zero itself removed.

```lean
/-- A profile has a central dip if zero momentum is a strict local minimum. -/
def HasCentralDip (J : ℝ → ℝ) : Prop := ∀ᶠ y in 𝓝[≠] (0 : ℝ), J 0 < J y
```

## Where the two slopes balance

Differentiating term by term gives

$$J'(y)=y\left(\frac{b}{s^3}e^{-y^2/(2s^2)}-\frac{a}{d^3}e^{-y^2/(2d^2)}\right).$$

Away from $y=0$, the slope vanishes when the two terms in the bracket are equal. Taking logarithms, this happens at $y^2=P$, where

$$P=\frac{1}{\kappa}\log\frac{bd^3}{as^3},\qquad \kappa=\frac{1}{2s^2}-\frac{1}{2d^2}=\frac{d^2-s^2}{2s^2d^2}>0.$$

The number $P$ is `balanceSq a b d s`. It may be negative, and then no real momentum satisfies the condition.

```lean
/-- The value of `y ^ 2` at which the slopes of the two Gaussians balance, for `a, b > 0` and
`0 < s < d`; a negative value means that they balance at no real momentum away from zero. -/
def balanceSq (a b d s : ℝ) : ℝ :=
  2 * s ^ 2 * d ^ 2 / (d ^ 2 - s ^ 2) * log (b * d ^ 3 / (a * s ^ 3))
```

The candidate for the peak position is therefore $p=\sqrt{\max(P,0)}$.

```lean
/-- The peak momentum, for `a, b > 0` and `0 < s < d`: the balance point of the slopes if there
is one, and zero otherwise. -/
def peakMomentum (a b d s : ℝ) : ℝ := √(max (balanceSq a b d s) 0)
```

To read off the sign of the slope, express the narrow Gaussian through the broad one. By the definition of $P$,

$$\frac{b}{s^3}e^{-y^2/(2s^2)}=\frac{a}{d^3}e^{-y^2/(2d^2)}\,e^{\kappa(P-y^2)},$$

and hence

$$J'(y)=y\,\frac{a}{d^3}e^{-y^2/(2d^2)}\left(e^{\kappa(P-y^2)}-1\right).$$

For $y>0$ the sign of $J'(y)$ is the sign of $P-y^2$.

In the proof, `gauss` differentiates a single Gaussian, `hexp` compares the exponents, and `key` is the first of the two displayed identities. The last line multiplies `key` by $y$ and inserts it into the derivative.

```lean
variable {a b d s : ℝ}

/-- For positive weights and `0 < s < d`, the slope of the profile is `y` times a positive factor
times a term whose sign is that of `balanceSq - y ^ 2`. -/
theorem hasDerivAt_profile (ha : 0 < a) (hb : 0 < b) (hs : 0 < s) (hsd : s < d) (y : ℝ) :
    HasDerivAt (profile a b d s)
      (y * (a / d ^ 3 * exp (-y ^ 2 / (2 * d ^ 2)) *
        (exp ((d ^ 2 - s ^ 2) / (2 * s ^ 2 * d ^ 2) * (balanceSq a b d s - y ^ 2)) - 1))) y := by
  have hd : 0 < d := hs.trans hsd
  have hne : d ^ 2 - s ^ 2 ≠ 0 := by
    have : 0 < d ^ 2 - s ^ 2 := by nlinarith
    exact this.ne'
  -- the slope of a single Gaussian
  have gauss : ∀ w : ℝ, w ≠ 0 → HasDerivAt (fun y : ℝ => exp (-y ^ 2 / (2 * w ^ 2)))
      (exp (-y ^ 2 / (2 * w ^ 2)) * (-y / w ^ 2)) y := by
    intro w hw
    have h2 := ((hasDerivAt_pow 2 y).fun_neg).div_const (2 * w ^ 2)
    have h1 : HasDerivAt (fun y : ℝ => -y ^ 2 / (2 * w ^ 2)) (-y / w ^ 2) y := by
      refine h2.congr_deriv ?_
      show -(((2 : ℕ) : ℝ) * y ^ 1) / (2 * w ^ 2) = -y / w ^ 2
      rw [pow_one, Nat.cast_ofNat]
      field_simp
    exact h1.exp
  -- the narrow Gaussian expressed through the broad one
  have hexp : -y ^ 2 / (2 * d ^ 2) +
      (d ^ 2 - s ^ 2) / (2 * s ^ 2 * d ^ 2) * (balanceSq a b d s - y ^ 2) =
      log (b * d ^ 3 / (a * s ^ 3)) + -y ^ 2 / (2 * s ^ 2) := by
    unfold balanceSq
    generalize log (b * d ^ 3 / (a * s ^ 3)) = L
    field_simp
    ring
  have key : b / s ^ 3 * exp (-y ^ 2 / (2 * s ^ 2)) = a / d ^ 3 * exp (-y ^ 2 / (2 * d ^ 2)) *
      exp ((d ^ 2 - s ^ 2) / (2 * s ^ 2 * d ^ 2) * (balanceSq a b d s - y ^ 2)) := by
    rw [mul_assoc, ← exp_add, hexp, exp_add, exp_log (by positivity)]
    field_simp
  have h3 : HasDerivAt (profile a b d s) _ y :=
    ((gauss d hd.ne').const_mul (a / d)).fun_sub ((gauss s hs.ne').const_mul (b / s))
  refine h3.congr_deriv ?_
  linear_combination y * key
```

## One rise and one fall

If $0<y<p$, then $y^2<P$ and $J'(y)>0$. If $y>p$, then $y^2>P$ and $J'(y)<0$. So $J$ increases strictly on $[0,p]$ and decreases strictly on $[p,\infty)$. When $p=0$ the first interval is a single point and only the fall remains.

The two halves of the proof apply the standard monotonicity criteria, which need continuity on the interval and a definite sign of the derivative in its interior.

```lean
/-- For positive weights and `0 < s < d`, the profile rises strictly from zero momentum to the
peak momentum and falls strictly beyond it. -/
theorem profile_rises_then_falls (ha : 0 < a) (hb : 0 < b) (hs : 0 < s) (hsd : s < d) :
    StrictMonoOn (profile a b d s) (Icc 0 (peakMomentum a b d s)) ∧
      StrictAntiOn (profile a b d s) (Ici (peakMomentum a b d s)) := by
  have hd : 0 < d := hs.trans hsd
  have hκ : 0 < (d ^ 2 - s ^ 2) / (2 * s ^ 2 * d ^ 2) :=
    div_pos (by nlinarith) (by positivity)
  have hD := hasDerivAt_profile ha hb hs hsd
  constructor
  · refine strictMonoOn_of_deriv_pos (convex_Icc _ _)
      (fun y _ => (hD y).continuousAt.continuousWithinAt) fun y hy => ?_
    rw [interior_Icc] at hy
    have h1 : y ^ 2 < balanceSq a b d s :=
      (lt_max_iff.mp ((Real.lt_sqrt hy.1.le).mp hy.2)).resolve_right (not_lt.mpr (sq_nonneg y))
    rw [(hD y).deriv]
    exact mul_pos hy.1 (mul_pos (by positivity)
      (sub_pos.mpr (Real.one_lt_exp_iff.mpr (mul_pos hκ (sub_pos.mpr h1)))))
  · refine strictAntiOn_of_deriv_neg (convex_Ici _)
      (fun y _ => (hD y).continuousAt.continuousWithinAt) fun y hy => ?_
    rw [interior_Ici] at hy
    have hy0 : 0 < y := (Real.sqrt_nonneg _).trans_lt hy
    have h1 : balanceSq a b d s < y ^ 2 :=
      (le_max_left _ _).trans_lt ((Real.sqrt_lt' hy0).mp hy)
    rw [(hD y).deriv]
    exact mul_neg_of_pos_of_neg hy0 (mul_neg_of_pos_of_neg (by positivity)
      (sub_neg.mpr (Real.exp_lt_one_iff.mpr (mul_neg_of_pos_of_neg hκ (sub_neg.mpr h1)))))
```

Since $J(y)=J(|y|)$, the same holds on the negative side. Every momentum with $|y|\neq p$ satisfies $J(y)<J(p)$, so the global maximum is attained at $\pm p$ and nowhere else. The proof replaces $y$ by $|y|$ and treats $|y|<p$ and $|y|>p$ separately.

```lean
/-- For positive weights and `0 < s < d`, the profile at any momentum whose magnitude differs
from the peak momentum lies strictly below its value at the peak momentum. -/
theorem profile_lt_peak (ha : 0 < a) (hb : 0 < b) (hs : 0 < s) (hsd : s < d) {y : ℝ}
    (hy : |y| ≠ peakMomentum a b d s) :
    profile a b d s y < profile a b d s (peakMomentum a b d s) := by
  obtain ⟨hup, hdown⟩ := profile_rises_then_falls ha hb hs hsd
  have heven : profile a b d s |y| = profile a b d s y := by simp only [profile, sq_abs]
  rw [← heven]
  rcases lt_or_gt_of_ne hy with h | h
  · exact hup ⟨abs_nonneg y, h.le⟩ ⟨Real.sqrt_nonneg _, le_rfl⟩ h
  · exact hdown (mem_Ici.mpr le_rfl) (mem_Ici.mpr h.le) h
```

## The weight ratio at which the dip opens

The peak lies away from the centre when $P>0$. Because $\kappa>0$, this means that the logarithm is positive:

$$p>0\iff \frac{bd^3}{as^3}>1\iff \frac ba>\left(\frac sd\right)^3.$$

```lean
/-- For positive weights and `0 < s < d`, the peak lies away from zero momentum exactly when the
weight ratio `b / a` exceeds the cube of the width ratio `s / d`. -/
theorem peakMomentum_pos_iff (ha : 0 < a) (hb : 0 < b) (hs : 0 < s) (hsd : s < d) :
    0 < peakMomentum a b d s ↔ (s / d) ^ 3 < b / a := by
  have hd : 0 < d := hs.trans hsd
  have hc : 0 < 2 * s ^ 2 * d ^ 2 / (d ^ 2 - s ^ 2) := div_pos (by positivity) (by nlinarith)
  have h1 : 0 < peakMomentum a b d s ↔ 0 < balanceSq a b d s := by
    rw [peakMomentum, Real.sqrt_pos, lt_max_iff, or_iff_left (lt_irrefl 0)]
  rw [h1, balanceSq, mul_pos_iff_of_pos_left hc, Real.log_pos_iff (by positivity),
    one_lt_div (by positivity), div_pow, div_lt_div_iff₀ (by positivity) ha, mul_comm a]
```

It remains to identify $p>0$ with a central dip. If $p>0$, every $y$ with $0<|y|<p$ lies on the rising part, so $J(0)<J(|y|)=J(y)$. If $p=0$, the centre is the strict global maximum and there is no dip.

The curvature $J''(0)=b/s^3-a/d^3$ gives the same threshold but says nothing at equality, where it vanishes. The monotonicity argument includes that case. In Lean, the forward direction assumes a dip together with $p=0$, picks a nearby $y\neq0$ with $J(0)<J(y)$, and contradicts `profile_lt_peak`.

```lean
/-- For positive weights and `0 < s < d`, the profile has a central dip exactly when
`b / a > (s / d) ^ 3`. -/
theorem centralDip_iff (ha : 0 < a) (hb : 0 < b) (hs : 0 < s) (hsd : s < d) :
    HasCentralDip (profile a b d s) ↔ (s / d) ^ 3 < b / a := by
  rw [← peakMomentum_pos_iff ha hb hs hsd]
  constructor
  · intro h
    by_contra hp
    have hp0 : peakMomentum a b d s = 0 := le_antisymm (not_lt.mp hp) (Real.sqrt_nonneg _)
    -- with the peak at the centre, no neighbouring momentum can lie higher
    obtain ⟨y, hy, hne⟩ := (h.and self_mem_nhdsWithin).exists
    have hlt := profile_lt_peak ha hb hs hsd (y := y) (by rw [hp0]; exact abs_ne_zero.mpr hne)
    rw [hp0] at hlt
    exact lt_asymm hy hlt
  · intro hp
    have hnear : ∀ᶠ y in 𝓝 (0 : ℝ), |y| < peakMomentum a b d s :=
      continuous_abs.continuousAt.eventually_lt continuousAt_const (by simpa using hp)
    unfold HasCentralDip
    filter_upwards [nhdsWithin_le_nhds hnear, self_mem_nhdsWithin] with y hy hne
    have heven : profile a b d s |y| = profile a b d s y := by simp only [profile, sq_abs]
    rw [← heven]
    exact (profile_rises_then_falls ha hb hs hsd).1 ⟨le_rfl, hp.le⟩ ⟨abs_nonneg y, hy.le⟩
      (abs_pos.mpr hne)
```

The order of the widths matters at this borderline. Take $a=d=1$, $s=2$ and $b=8$, so that $b/a=(s/d)^3$. Then

$$J(y)=e^{-y^2/2}-4e^{-y^2/8},\qquad J'(y)=y\left(e^{-y^2/8}-e^{-y^2/2}\right),$$

and $J'(y)>0$ for $y>0$. The centre is a strict minimum although the strict inequality fails. The example rules out widths with $s>d$. Equal widths do no harm to the criterion: then $J$ is $(a-b)/d$ times one Gaussian, which has a central dip exactly when $b/a>1$.

## Sign at the centre and positivity everywhere

At zero momentum both exponentials equal one, so

$$J(0)=\frac ad-\frac bs<0\iff\frac ba>\frac sd.$$

This needs neither $b>0$ nor an order of the widths, and the theorem assumes neither.

```lean
/-- For `a > 0` and positive widths, the profile is negative at zero momentum exactly when
`b / a > s / d`. -/
theorem profile_zero_neg_iff (ha : 0 < a) (hs : 0 < s) (hd : 0 < d) :
    profile a b d s 0 < 0 ↔ s / d < b / a := by
  have h0 : profile a b d s 0 = a / d - b / s := by simp [profile]
  rw [h0, sub_neg, div_lt_div_iff₀ hd hs, div_lt_div_iff₀ hd ha, mul_comm a s]
```

Since $s/d<1$, the cube $(s/d)^3$ is smaller than $s/d$: as $b$ grows, the dip appears before the central value changes sign. Between the two thresholds the profile is positive at every momentum, not only at the centre. The narrow Gaussian never exceeds the broad one, so for $b/s<a/d$

$$\frac bs e^{-y^2/(2s^2)}\le\frac bs e^{-y^2/(2d^2)}<\frac ad e^{-y^2/(2d^2)}.$$

Conversely, positivity at $y=0$ already gives $b/s<a/d$. In the proof, `hE` is the comparison of the exponentials, and the final step chains the two inequalities.

```lean
/-- For positive weights and `0 < s < d`, the profile has a central dip and is positive at every
momentum exactly when `(s / d) ^ 3 < b / a < s / d`. -/
theorem positive_centralDip_iff (ha : 0 < a) (hb : 0 < b) (hs : 0 < s) (hsd : s < d) :
    (HasCentralDip (profile a b d s) ∧ ∀ y, 0 < profile a b d s y) ↔
      (s / d) ^ 3 < b / a ∧ b / a < s / d := by
  have hd : 0 < d := hs.trans hsd
  have hratio : b / a < s / d ↔ b / s < a / d := by
    rw [div_lt_div_iff₀ ha hd, div_lt_div_iff₀ hs hd, mul_comm s a]
  rw [centralDip_iff ha hb hs hsd, hratio]
  refine and_congr_right fun _ => ⟨fun h => ?_, fun h y => ?_⟩
  · have h0 := h 0
    simp [profile] at h0
    exact h0
  · -- the narrow Gaussian decays faster than the broad one
    have hE : exp (-y ^ 2 / (2 * s ^ 2)) ≤ exp (-y ^ 2 / (2 * d ^ 2)) := by
      apply Real.exp_le_exp.mpr
      rw [neg_div, neg_div]
      apply neg_le_neg
      gcongr
    exact sub_pos.mpr ((mul_le_mul_of_nonneg_left hE (by positivity)).trans_lt
      (mul_lt_mul_of_pos_right h (Real.exp_pos _)))
```

The window is never empty. With $r=s/d$, the weight $b=ar^2$ gives $b/a=r^2$, and $r^3<r^2<r$ because $0<r<1$. Every pair of widths $0<s<d$ thus admits a positive profile with a central dip.

```lean
/-- For any widths `0 < s < d` and any `a > 0`, the opposite-spin weight `b = a (s / d) ^ 2` gives
a profile with a central dip that is positive at every momentum. -/
theorem positive_centralDip_witness (ha : 0 < a) (hs : 0 < s) (hsd : s < d) :
    HasCentralDip (profile a (a * (s / d) ^ 2) d s) ∧
      ∀ y, 0 < profile a (a * (s / d) ^ 2) d s y := by
  have hd : 0 < d := hs.trans hsd
  have hr : 0 < s / d := div_pos hs hd
  have hr1 : s / d < 1 := (div_lt_one hd).mpr hsd
  rw [positive_centralDip_iff ha (by positivity) hs hsd, mul_div_cancel_left₀ _ ha.ne']
  constructor
  · nlinarith [mul_pos (pow_pos hr 2) (sub_pos.mpr hr1)]
  · nlinarith [mul_pos hr (sub_pos.mpr hr1)]

end

end MagneticCompton
```

```lean
#print axioms MagneticCompton.profile_zero_neg_iff
#print axioms MagneticCompton.positive_centralDip_iff
```

```
'MagneticCompton.profile_zero_neg_iff' depends on axioms: [propext, Classical.choice, Quot.sound]
'MagneticCompton.positive_centralDip_iff' depends on axioms: [propext, Classical.choice, Quot.sound]
```

## Reading a fitted profile

Suppose that a spin-polarised electronic-structure calculation has produced a magnetic profile from the momentum densities of the two spin directions, and that a fit to the two-Gaussian form gives, in units of the broad width, $d=1$, $s=1/2$, $a=1$ and $b=1/4$. The thresholds for $b/a$ are $1/8$ for the dip and $1/2$ for a negative centre. The fitted ratio $1/4$ lies between them. The central value is $J(0)=1/2$, and the peaks follow from

$$P=\tfrac23\log 2\approx0.462,\qquad p\approx0.680,\qquad J(p)=\tfrac34\,2^{-1/3}\approx0.595.$$

Within this two-Gaussian model, a positive central value therefore does not rule out an opposite-spin contribution.

Comparison with a measurement usually includes broadening by the instrument. Convolution with a normalised Gaussian of standard deviation $\sigma$ leaves $a$ and $b$ unchanged and replaces $d^2$ and $s^2$ by $d^2+\sigma^2$ and $s^2+\sigma^2$. For $\sigma=1/2$ the dip threshold becomes $(0.5/1.25)^{3/2}\approx0.253$. This is just above $b/a=0.25$, so the broadened profile has its maximum at the centre although the unbroadened one has a dip.
